# In lattice coordinates, the space-group operation {R|t} takes a Bloch function at k to one at R⁻ᵀk

A band-structure calculation can solve for orbitals in an irreducible part of the Brillouin zone and generate the others by symmetry, which requires the wavevector of each transformed orbital. For a scalar Bloch function with wavevector k, an operation with integer matrix R, integer inverse R⁻¹ and translation t gives the wavevector R⁻ᵀk, the transpose of R⁻¹ applied to k.

In Lean 4 with Mathlib:

```lean
import Mathlib

open Matrix

namespace BlochSpaceGroup

noncomputable section

variable {n : Type*} [Fintype n] [DecidableEq n]

/-- The phase factor `exp(2πiθ)`. -/
def phase (θ : ℝ) : ℂ := Complex.exp (2 * Real.pi * Complex.I * θ)

/-- An integer vector, read as a real vector. -/
def lat (L : n → ℤ) : n → ℝ := fun i => (L i : ℝ)

/-- An integer matrix, read as a real matrix. -/
def realMat : Matrix n n ℤ →+* Matrix n n ℝ := (Int.castRingHom ℝ).mapMatrix

/-- `ψ` is a Bloch function with wavevector `k`: a lattice translation `L` multiplies it
by `exp(2πi k·L)`. -/
def IsBloch (k : n → ℝ) (ψ : (n → ℝ) → ℂ) : Prop :=
  ∀ (L : n → ℤ) (x : n → ℝ), ψ (x + lat L) = phase (k ⬝ᵥ lat L) * ψ x

/-- The operation `{R|t}` acting on functions: `ψ` becomes `x ↦ ψ(R⁻¹(x - t))`. -/
def seitz (R : (Matrix n n ℤ)ˣ) (t : n → ℝ) (ψ : (n → ℝ) → ℂ) : (n → ℝ) → ℂ :=
  fun x => ψ (realMat (R⁻¹).val *ᵥ (x - t))

/-- The action of `R` on wavevectors: `k` becomes `R⁻ᵀ k`. -/
def rotateK (R : (Matrix n n ℤ)ˣ) (k : n → ℝ) : n → ℝ :=
  (realMat (R⁻¹).val)ᵀ *ᵥ k

/-- The plane wave `x ↦ exp(2πi k·x)`. -/
def planeWave (k : n → ℝ) : (n → ℝ) → ℂ := fun x => phase (k ⬝ᵥ x)

/-- Phase factors multiply when their angles add. -/
theorem phase_add (a b : ℝ) : phase (a + b) = phase a * phase b := by
  simp only [phase]
  rw [← Complex.exp_add]
  congr 1
  push_cast
  ring

/-- An integer matrix maps lattice vectors to lattice vectors. -/
theorem realMat_mulVec_lat (M : Matrix n n ℤ) (L : n → ℤ) :
    realMat M *ᵥ lat L = lat (M *ᵥ L) := by
  ext i
  simp [realMat, lat, Matrix.mulVec, dotProduct]

/-- Rotating the wavevector is the same as rotating the position backwards:
`(R⁻ᵀ k)·v = k·(R⁻¹ v)`. -/
theorem rotateK_dotProduct (R : (Matrix n n ℤ)ˣ) (k v : n → ℝ) :
    rotateK R k ⬝ᵥ v = k ⬝ᵥ (realMat (R⁻¹).val *ᵥ v) := by
  rw [rotateK, Matrix.mulVec_transpose, Matrix.dotProduct_mulVec]

/-- If `ψ` is a Bloch function with wavevector `k`, and `R` is an integer matrix with integer
inverse, then `x ↦ ψ(R⁻¹(x - t))` is a Bloch function with wavevector `R⁻ᵀ k`. -/
theorem isBloch_seitz {k : n → ℝ} {ψ : (n → ℝ) → ℂ} (hψ : IsBloch k ψ)
    (R : (Matrix n n ℤ)ˣ) (t : n → ℝ) : IsBloch (rotateK R k) (seitz R t ψ) := by
  intro L x
  -- a shift of x by L shifts the argument of ψ by the lattice vector R⁻¹L
  have h : realMat (R⁻¹).val *ᵥ (x + lat L - t)
      = realMat (R⁻¹).val *ᵥ (x - t) + lat ((R⁻¹).val *ᵥ L) := by
    rw [← realMat_mulVec_lat, ← Matrix.mulVec_add]
    congr 1
    abel
  simp only [seitz]
  rw [h, hψ ((R⁻¹).val *ᵥ L) _, rotateK_dotProduct, realMat_mulVec_lat]

/-- Successive operations combine by the Seitz product `{R|t}{S|u} = {RS|Ru + t}`. -/
theorem seitz_seitz (R S : (Matrix n n ℤ)ˣ) (t u : n → ℝ) (ψ : (n → ℝ) → ℂ) :
    seitz R t (seitz S u ψ) = seitz (R * S) (realMat R.val *ᵥ u + t) ψ := by
  funext x
  have h : realMat (R⁻¹).val *ᵥ (realMat R.val *ᵥ u) = u := by
    rw [Matrix.mulVec_mulVec, ← map_mul, Units.inv_mul, map_one, Matrix.one_mulVec]
  have e : x - (realMat R.val *ᵥ u + t) = (x - t) - realMat R.val *ᵥ u := by abel
  have h2 : realMat (R⁻¹).val *ᵥ (x - t - realMat R.val *ᵥ u)
      = realMat (R⁻¹).val *ᵥ (x - t) - u := by
    rw [Matrix.mulVec_sub, h]
  simp only [seitz]
  rw [e, _root_.mul_inv_rev, Units.val_mul, map_mul, ← Matrix.mulVec_mulVec, h2]

/-- The operation `{R⁻¹|-R⁻¹t}` undoes `{R|t}`. -/
theorem seitz_inv_seitz (R : (Matrix n n ℤ)ˣ) (t : n → ℝ) (ψ : (n → ℝ) → ℂ) :
    seitz R⁻¹ (-(realMat (R⁻¹).val *ᵥ t)) (seitz R t ψ) = ψ := by
  rw [seitz_seitz, inv_mul_cancel, add_neg_cancel]
  funext x
  simp [seitz]

/-- Two wavevectors of the same nonzero Bloch function differ by an integer vector, that is,
by a reciprocal-lattice vector. -/
theorem wavevector_unique {k k' : n → ℝ} {ψ : (n → ℝ) → ℂ} (hne : ψ ≠ 0)
    (h : IsBloch k ψ) (h' : IsBloch k' ψ) : ∃ G : n → ℤ, k' = k + lat G := by
  obtain ⟨x, hx⟩ := Function.ne_iff.mp hne
  have key : ∀ i, ∃ m : ℤ, k' i = k i + m := by
    intro i
    -- compare the two phases for the i-th primitive translation
    have hdot : ∀ q : n → ℝ, q ⬝ᵥ lat (Pi.single i 1) = q i := by
      intro q
      simp [lat, dotProduct, Pi.single_apply]
    have hp : phase (k' i) = phase (k i) := by
      have e := (h' (Pi.single i 1) x).symm.trans (h (Pi.single i 1) x)
      rw [hdot, hdot] at e
      exact mul_right_cancel₀ hx e
    obtain ⟨m, hm⟩ := Complex.exp_eq_exp_iff_exists_int.mp hp
    refine ⟨m, ?_⟩
    have hc : (k' i : ℂ) = (k i : ℂ) + (m : ℂ) :=
      mul_left_cancel₀ Complex.two_pi_I_ne_zero (by linear_combination hm)
    exact_mod_cast hc
  choose G hG using key
  exact ⟨G, funext hG⟩

/-- If `{R|t}` reproduces a nonzero Bloch function with wavevector `k` up to a constant factor, then
`R⁻ᵀ k` equals `k` up to a reciprocal-lattice vector. -/
theorem little_group_condition {k : n → ℝ} {ψ : (n → ℝ) → ℂ} (hne : ψ ≠ 0)
    (hψ : IsBloch k ψ) (R : (Matrix n n ℤ)ˣ) (t : n → ℝ) (c : ℂ)
    (hsym : seitz R t ψ = c • ψ) : ∃ G : n → ℤ, rotateK R k = k + lat G := by
  -- the transformed function is nonzero, because the operation can be undone
  have hne' : seitz R t ψ ≠ 0 := by
    intro h0
    apply hne
    rw [← seitz_inv_seitz R t ψ, h0]
    rfl
  have hk : IsBloch k (seitz R t ψ) := by
    rw [hsym]
    intro L x
    simp only [Pi.smul_apply, smul_eq_mul]
    rw [hψ L x]
    ring
  exact wavevector_unique hne' hk (isBloch_seitz hψ R t)

omit [DecidableEq n] in
/-- The plane wave `exp(2πi k·x)` is a Bloch function with wavevector `k`. -/
theorem isBloch_planeWave (k : n → ℝ) : IsBloch k (planeWave k) := by
  intro L x
  simp only [planeWave]
  rw [dotProduct_add, phase_add, mul_comm]

/-- The operation `{R|t}` turns the plane wave `k` into the plane wave `R⁻ᵀ k`, multiplied by
the phase `exp(-2πi (R⁻ᵀ k)·t)`. -/
theorem seitz_planeWave (R : (Matrix n n ℤ)ˣ) (t k : n → ℝ) :
    seitz R t (planeWave k)
      = phase (-(rotateK R k ⬝ᵥ t)) • planeWave (rotateK R k) := by
  funext x
  simp only [seitz, planeWave, Pi.smul_apply, smul_eq_mul]
  rw [← rotateK_dotProduct, dotProduct_sub, sub_eq_neg_add, phase_add]

end

end BlochSpaceGroup
```

```lean
#print axioms BlochSpaceGroup.little_group_condition
-- 'BlochSpaceGroup.little_group_condition' depends on axioms: [propext, Classical.choice, Quot.sound]
#print axioms BlochSpaceGroup.isBloch_planeWave
-- 'BlochSpaceGroup.isBloch_planeWave' depends on axioms: [propext, Classical.choice, Quot.sound]
#print axioms BlochSpaceGroup.seitz_planeWave
-- 'BlochSpaceGroup.seitz_planeWave' depends on axioms: [propext, Classical.choice, Quot.sound]
```

## Positions, wavevectors and operations

Positions x are real coordinates in a basis of primitive lattice vectors, so lattice translations L are integer vectors. Wavevectors are coordinates in the dual basis, with the factor 2π kept outside, so reciprocal-lattice vectors G are integer too. The type `n` labels the coordinates; it is not their number. The maps `lat` and `realMat` read integer vectors and matrices as real ones.

`IsBloch k ψ` states the Bloch law for every L and x:

ψ(x + L) = exp(2πi k·L) ψ(x)

It demands neither continuity nor normalisation, and the zero function satisfies it for every k.

The type `(Matrix n n ℤ)ˣ` contains the integer matrices with integer inverses, which are those that map the lattice onto itself. The translation t is any real vector, so screw and glide operations are included. `seitz R t ψ` is the transformed function x ↦ ψ(R⁻¹(x − t)), and `rotateK R k` is R⁻ᵀk. Textbooks often write Rk instead; the two agree in Cartesian coordinates, where a rotation matrix is orthogonal, but generally not in lattice coordinates.

No Hamiltonian appears, and R need not preserve lengths. If {R|t} is also a symmetry of the crystal Hamiltonian, it takes an orbital to an orbital of the same energy; the theorems here neither assume nor prove this. Spinor orbitals would need an additional rotation of their components.

## Why the new wavevector is R⁻ᵀk

For any vector v, writing out the sums gives

(R⁻ᵀk)·v = Σᵢ Σⱼ (R⁻¹)ⱼᵢ kⱼ vᵢ = k·(R⁻¹v)

This is `rotateK_dotProduct`. Let φ(x) = ψ(R⁻¹(x − t)). Then

φ(x + L) = ψ(R⁻¹(x − t) + R⁻¹L)
= exp(2πi k·(R⁻¹L)) ψ(R⁻¹(x − t))
= exp(2πi (R⁻ᵀk)·L) φ(x)

The second line uses the Bloch law of ψ, which applies because R⁻¹L is again an integer vector (`realMat_mulVec_lat`). In `isBloch_seitz`, the auxiliary equation `h` is the first line, and the final `rw` carries out the other two.

## Composition and the little group

Applying {S|u} and then {R|t} gives

ψ(S⁻¹(R⁻¹(x − t) − u)) = ψ((RS)⁻¹(x − Ru − t))

so `seitz_seitz` yields the product {RS|Ru + t}. Taking {R⁻¹|−R⁻¹t} after {R|t} leaves the identity, as `seitz_inv_seitz` states.

Suppose a nonzero ψ obeys the Bloch law with both k and k′. Choose x with ψ(x) ≠ 0 and let L be the i-th primitive translation. Cancelling ψ(x) leaves

exp(2πi k′ᵢ) = exp(2πi kᵢ)

so k′ᵢ − kᵢ is an integer. `wavevector_unique` does this for each i, and `choose` collects the integers into G.

Now let {R|t} reproduce a nonzero ψ up to a factor c. The transformed function is nonzero, since the operation can be undone. It has wavevector k because it equals cψ, and wavevector R⁻ᵀk by the main theorem. Uniqueness gives `little_group_condition`, whose conclusion is the condition for a space-group operation to belong to the little group of k:

R⁻ᵀk = k + G

## Plane waves and a threefold rotation

A plane wave exp(2πi k·x) satisfies the Bloch law because phases multiply when their angles add (`phase_add`, `isBloch_planeWave`). Replacing x by R⁻¹(x − t) gives the exponent

k·(R⁻¹(x − t)) = (R⁻ᵀk)·x − (R⁻ᵀk)·t

Hence `seitz_planeWave`: the result is the plane wave at R⁻ᵀk times exp(−2πi (R⁻ᵀk)·t).

Take a hexagonal lattice in the plane with primitive vectors a₁ and a₂ at 120°. The threefold rotation sends a₁ to a₂ and a₂ to −a₁ − a₂. With matrices written row by row,

R = [0, −1; 1, −1]
R⁻¹ = [−1, 1; −1, 0]
R⁻ᵀ = [−1, −1; 1, 0]

At the zone corner k = (1/3, 1/3),

R⁻ᵀk = (−2/3, 1/3) = k + (−1, 0)

The corner therefore returns to itself up to a reciprocal-lattice vector. Using R in place of R⁻ᵀ would give (−1/3, 0), which is not equivalent to k. For t = (1/2, 0), the plane wave also acquires the phase exp(2πi/3).
